# Hardness as a frozen term plus a negative semidefinite relaxation term, for a positive semidefinite kernel and a negative semidefinite response

Let the Hartree and exchange-correlation kernel \(K\) and the static independent-particle response \(\chi\) be real symmetric matrices of the same finite size, with \(K\) positive semidefinite and \(\chi\) negative semidefinite, and let the columns of \(\rho\) be orbital densities. Then \(1-\chi K\) is invertible, and the hardness matrix \(\eta=\rho^T K(1-\chi K)^{-1}\rho\) is symmetric and satisfies

\[
\eta=\rho^T K\rho+R,\qquad R=\rho^T K(1-\chi K)^{-1}\chi K\rho ,
\]

where \(R\) is negative semidefinite. The first term is the hardness with frozen orbitals, and \(R\) is the effect of their relaxation.

Hardness matrices of a pseudo-atom and an all-electron atom can be compared to judge the transferability of a norm-conserving pseudopotential. Within this finite-dimensional linear-response model, the result separates the part of \(\eta\) that depends only on the orbital densities and the kernel from the part that also involves the polarisability.

## Screened density and hardness matrix

Densities and potentials are vectors indexed by a finite type `n`, for instance coefficients in an orthonormal basis, so that integrals become dot products. Orbitals are indexed by a finite type `m`.

```lean
import Mathlib

open Matrix

namespace PseudopotentialHardness

noncomputable section

variable {n m : Type*} [Fintype n] [DecidableEq n] [Fintype m]
```

Add a small charge to orbital \(j\), with density \(\rho_j\), and measure all changes per unit of added charge. The total density change \(\delta n\) creates the potential \(K\,\delta n\), to which the electrons respond with \(\chi K\,\delta n\). Self-consistency gives

\[
\delta n=\rho_j+\chi K\,\delta n,\qquad \delta n=(1-\chi K)^{-1}\rho_j .
\]

The resulting potential is \(W\rho_j\), with the screened kernel \(W=K(1-\chi K)^{-1}\).

Here \(K\) stands for the Hartree and exchange-correlation kernel. Its Hartree part is positive, but the exchange-correlation part can be negative, so positivity of the sum is an assumption. The matrix \(\chi\) is the static independent-particle response at fixed occupations; it is negative semidefinite when occupations do not increase with orbital energy.

```lean
/-- The screened kernel `K (1 - χ K)⁻¹`, for invertible `1 - χ K`. -/
def screenedKernel (K χ : Matrix n n ℝ) : Matrix n n ℝ := K * (1 - χ * K)⁻¹
```

To first order, the energy \(\varepsilon_i\) of a non-degenerate orbital shifts by the overlap of \(\rho_i\) with the potential change. With occupations \(f_j\),

\[
\eta_{ij}=\frac{\partial\varepsilon_i}{\partial f_j}=\rho_i^T W\rho_j .
\]

The Lean development takes this last expression as its definition and does not derive it from a total energy.

```lean
/-- The hardness matrix `ρᵀ K (1 - χ K)⁻¹ ρ` of the orbital densities in the columns of `ρ`,
for invertible `1 - χ K`. -/
def hardness (K χ : Matrix n n ℝ) (ρ : Matrix n m ℝ) : Matrix m m ℝ :=
  ρᵀ * screenedKernel K χ * ρ
```

If the orbitals cannot respond, the potential is \(K\rho_j\) and the hardness is \(\rho^T K\rho\).

```lean
/-- The frozen-orbital hardness `ρᵀ K ρ`. -/
def frozenHardness (K : Matrix n n ℝ) (ρ : Matrix n m ℝ) : Matrix m m ℝ := ρᵀ * K * ρ
```

The relaxation term contains \(X=(1-\chi K)^{-1}\chi\), the response of the interacting system: the bare potential \(K\rho_j\) induces the density \(XK\rho_j\), whose potential acts back on orbital \(i\).

```lean
/-- The relaxation term `ρᵀ K X K ρ` with `X = (1 - χ K)⁻¹ χ`, for invertible `1 - χ K`. -/
def relaxation (K χ : Matrix n n ℝ) (ρ : Matrix n m ℝ) : Matrix m m ℝ :=
  ρᵀ * K * ((1 - χ * K)⁻¹ * χ) * K * ρ
```

## No density sustains itself

The inverse requires that \(1-\chi K\) have no null vector. Suppose \(x=\chi Kx\), a density change that persists without any external cause. Then

\[
0\le x^T Kx=(Kx)^T x=(Kx)^T\chi(Kx)\le 0 ,
\]

so \(x^T Kx=0\). For a positive semidefinite \(K\) this implies \(Kx=0\), and therefore \(x=\chi Kx=0\).

In Lean, `K.PosSemidef` includes the symmetry of \(K\), and the sign of the response is written `(-χ).PosSemidef`. The proof takes a non-zero null vector from a vanishing determinant. The inequalities are `h1` and `h2`; `h3` and `h4` are the two conclusions.

```lean
variable {K χ χ' : Matrix n n ℝ}

/-- For a positive semidefinite kernel and a negative semidefinite response, `1 - χ K` is
invertible. -/
theorem isUnit_one_sub (hK : K.PosSemidef) (hχ : (-χ).PosSemidef) : IsUnit (1 - χ * K) := by
  rw [Matrix.isUnit_iff_isUnit_det, isUnit_iff_ne_zero]
  intro hdet
  obtain ⟨x, hx, h⟩ := Matrix.exists_mulVec_eq_zero_iff.mpr hdet
  -- a null vector is a density that sustains itself
  have hfix : x = χ *ᵥ (K *ᵥ x) := by
    rw [Matrix.sub_mulVec, Matrix.one_mulVec, ← Matrix.mulVec_mulVec, sub_eq_zero] at h
    exact h
  have h1 := hK.dotProduct_mulVec_nonneg x
  have h2 := hχ.dotProduct_mulVec_nonneg (K *ᵥ x)
  simp only [star_trivial, Matrix.neg_mulVec, dotProduct_neg] at h1 h2
  rw [← hfix, dotProduct_comm] at h2
  have h3 : x ⬝ᵥ K *ᵥ x = 0 := by linarith
  have h4 : K *ᵥ x = 0 :=
    (hK.dotProduct_mulVec_zero_iff x).mp (by simpa only [star_trivial] using h3)
  apply hx
  rw [hfix, h4, Matrix.mulVec_zero]
```

## The screened kernel is positive semidefinite

Keep these assumptions on \(K\) and \(\chi\), and write \(S=(1-\chi K)^{-1}\). Transposing \((1-\chi K)S=1\) gives \(S^T(1-K\chi)=1\). Inserting this in front of \(W=KS\),

\[
W=S^T(1-K\chi)KS=S^T KS+(KS)^T(-\chi)(KS).
\]

Both terms have the form \(B^T MB\) with \(M\) positive semidefinite, so \(W\) is symmetric and positive semidefinite. The first belongs to the interaction energy of the screened density and the second to the energy stored in the polarisation.

The transposed identity is `hST` and the decomposition is `key`. The symbol `ᴴ` is the conjugate transpose, which for real matrices is the transpose.

```lean
/-- The screened kernel is symmetric and positive semidefinite. -/
theorem screenedKernel_posSemidef (hK : K.PosSemidef) (hχ : (-χ).PosSemidef) :
    (screenedKernel K χ).PosSemidef := by
  have hS := Matrix.mul_nonsing_inv _
    ((Matrix.isUnit_iff_isUnit_det _).mp (isUnit_one_sub hK hχ))
  unfold screenedKernel
  generalize (1 - χ * K)⁻¹ = S at hS ⊢
  have hKh : Kᴴ = K := hK.isHermitian.eq
  have hχh : χᴴ = χ := by
    have h := hχ.isHermitian.eq
    rw [Matrix.conjTranspose_neg] at h
    exact neg_inj.mp h
  have hST : Sᴴ * (1 - K * χ) = 1 := by
    have h := congrArg Matrix.conjTranspose hS
    simpa only [Matrix.conjTranspose_mul, Matrix.conjTranspose_sub,
      Matrix.conjTranspose_one, hKh, hχh] using h
  -- split into the energy of the screened density and the polarisation energy
  have key : K * S = Sᴴ * K * S + (K * S)ᴴ * (-χ) * (K * S) := by
    rw [Matrix.conjTranspose_mul, hKh]
    calc K * S = (Sᴴ * (1 - K * χ)) * (K * S) := by rw [hST, one_mul]
      _ = _ := by noncomm_ring
  rw [key]
  exact (hK.conjTranspose_mul_mul_same S).add (hχ.conjTranspose_mul_mul_same (K * S))
```

## Comparing two responses

Let \(\chi'\) be a second response, with \(S'=(1-\chi'K)^{-1}\) and \(W'=KS'\). Then

\[
W-W'=KS\big[(1-\chi'K)-(1-\chi K)\big]S'=W(\chi-\chi')W'.
\]

This needs only the two inverses, and no sign or symmetry. The `calc` block inserts the two identity factors and expands.

```lean
/-- The screened kernels of two responses differ by `W (χ - χ') W'`. -/
theorem screenedKernel_sub (h : IsUnit (1 - χ * K)) (h' : IsUnit (1 - χ' * K)) :
    screenedKernel K χ - screenedKernel K χ' =
      screenedKernel K χ * (χ - χ') * screenedKernel K χ' := by
  have e := Matrix.nonsing_inv_mul _ ((Matrix.isUnit_iff_isUnit_det _).mp h)
  have e' := Matrix.mul_nonsing_inv _ ((Matrix.isUnit_iff_isUnit_det _).mp h')
  unfold screenedKernel
  generalize (1 - χ * K)⁻¹ = S at e ⊢
  generalize (1 - χ' * K)⁻¹ = S' at e' ⊢
  calc K * S - K * S' = K * S * ((1 - χ' * K) * S') - K * (S * (1 - χ * K)) * S' := by
        rw [e, e', mul_one, mul_one]
    _ = _ := by noncomm_ring
```

The right-hand side is not visibly symmetric. Set \(\Delta=\chi-\chi'\). Exchanging the two responses gives \(W=W'+W'\Delta W\), and substituting this for the left factor yields

\[
W-W'=W'\Delta W'+W'\Delta W\Delta W'.
\]

The identity is exact, because the last term contains the full \(W\).

```lean
/-- An exact formula for the difference of two screened kernels `W` and `W'`, with `W'` at both ends
of each term. -/
theorem screenedKernel_sub_symm (h : IsUnit (1 - χ * K)) (h' : IsUnit (1 - χ' * K)) :
    screenedKernel K χ - screenedKernel K χ' =
      screenedKernel K χ' * (χ - χ') * screenedKernel K χ' +
      screenedKernel K χ' * (χ - χ') * screenedKernel K χ *
        ((χ - χ') * screenedKernel K χ') := by
  have h1 := screenedKernel_sub h h'
  have h2 := screenedKernel_sub h' h
  generalize screenedKernel K χ = W at h1 h2 ⊢
  generalize screenedKernel K χ' = W' at h1 h2 ⊢
  calc W - W' = W * (χ - χ') * W' := h1
    _ = (W' - W' * (χ' - χ) * W) * (χ - χ') * W' := by rw [← h2, sub_sub_cancel]
    _ = _ := by noncomm_ring
```

Now let \(K\) and \(\Delta\) be positive semidefinite and \(\chi\) negative semidefinite, so that \(\chi'=\chi-\Delta\) describes a system at least as polarisable. Then \(-\chi'=-\chi+\Delta\) is positive semidefinite too, and \(W'\) is symmetric. Hence

\[
W-W'=W'^T\Delta W'+(\Delta W')^T W(\Delta W')
\]

is positive semidefinite, and so is \(\rho^T(W-W')\rho=\eta-\eta'\), where \(\eta'\) is the hardness matrix for \(\chi'\). For the same kernel and orbital densities, greater polarisability cannot make the system harder for any combination of occupation changes.

In the proof, `a` and `b` are the two positive terms, and `hW` is their sum, rewritten as \(W-W'\).

```lean
/-- A system at least as polarisable is at least as soft: if `χ - χ'` is positive semidefinite, then
so is the hardness matrix for `χ` minus the one for `χ'`. -/
theorem hardness_antitone (hK : K.PosSemidef) (hχ : (-χ).PosSemidef)
    (hd : (χ - χ').PosSemidef) (ρ : Matrix n m ℝ) :
    (hardness K χ ρ - hardness K χ' ρ).PosSemidef := by
  have hχ' : (-χ').PosSemidef := by
    have h := hχ.add hd
    rwa [show -χ + (χ - χ') = -χ' by abel] at h
  have hW' := (screenedKernel_posSemidef hK hχ').isHermitian.eq
  have a := hd.conjTranspose_mul_mul_same (screenedKernel K χ')
  have b := (screenedKernel_posSemidef hK hχ).conjTranspose_mul_mul_same
    ((χ - χ') * screenedKernel K χ')
  rw [hW'] at a
  rw [Matrix.conjTranspose_mul, hW', hd.isHermitian.eq] at b
  have hW := a.add b
  rw [← screenedKernel_sub_symm (isUnit_one_sub hK hχ) (isUnit_one_sub hK hχ')] at hW
  have h := hW.conjTranspose_mul_mul_same ρ
  rw [Matrix.conjTranspose_eq_transpose_of_trivial, Matrix.mul_sub, Matrix.sub_mul] at h
  exact h
```

## Frozen term plus relaxation

A system without response has \(\chi=0\), and its screened kernel is \(K\).

```lean
/-- Without response the screened kernel is the bare kernel. -/
theorem screenedKernel_zero (K : Matrix n n ℝ) : screenedKernel K 0 = K := by
  simp [screenedKernel]
```

Setting \(\chi'=0\) in the first difference formula gives

\[
W-K=W\chi K=K(1-\chi K)^{-1}\chi K .
\]

Multiplying by \(\rho^T\) and \(\rho\) turns this into \(\eta=\rho^T K\rho+R\). The symmetry of \(\eta\) follows from that of \(W\). For the sign, compare the system without response to the one with response \(\chi\): the preceding monotonicity says that \(\rho^T K\rho-\eta=-R\) is positive semidefinite.

For a positive semidefinite \(K\) and a negative semidefinite \(\chi\), the theorem states these three facts as a conjunction: `IsSymm`, the sum, and the sign of the relaxation term. In the proof, `hsum` is the sum and `h0` identifies the hardness at zero response with the frozen value.

```lean
/-- The hardness matrix is symmetric and is the sum of the frozen term and the relaxation
term, and the relaxation term is negative semidefinite. -/
theorem hardness_eq_frozen_add_relaxation (hK : K.PosSemidef) (hχ : (-χ).PosSemidef)
    (ρ : Matrix n m ℝ) :
    (hardness K χ ρ).IsSymm ∧
    hardness K χ ρ = frozenHardness K ρ + relaxation K χ ρ ∧
    (-relaxation K χ ρ).PosSemidef := by
  have hsum : hardness K χ ρ = frozenHardness K ρ + relaxation K χ ρ := by
    have h := screenedKernel_sub (χ' := 0) (isUnit_one_sub hK hχ) (by simp)
    rw [screenedKernel_zero, sub_zero] at h
    have hr : relaxation K χ ρ = ρᵀ * (screenedKernel K χ * χ * K) * ρ := by
      simp only [relaxation, screenedKernel, Matrix.mul_assoc]
    rw [hr, ← h, Matrix.mul_sub, Matrix.sub_mul]
    unfold hardness frozenHardness
    abel
  refine ⟨?_, hsum, ?_⟩
  · have h := ((screenedKernel_posSemidef hK hχ).conjTranspose_mul_mul_same ρ).isHermitian.eq
    simp only [Matrix.conjTranspose_eq_transpose_of_trivial] at h
    exact h
  · -- compare with the system that does not respond
    have h := hardness_antitone (χ := 0) (χ' := χ) hK
      (by simpa using Matrix.PosSemidef.zero) (by simpa using hχ) ρ
    have h0 : hardness K 0 ρ = frozenHardness K ρ := by
      rw [hardness, screenedKernel_zero, frozenHardness]
    rw [h0, hsum, sub_add_cancel_left] at h
    exact h
```

Under the same assumptions, relaxation never raises the hardness, and it never makes it negative: for a vector \(c\) of occupation changes, \(c^T\eta c=(\rho c)^T W(\rho c)\ge 0\).

```lean
/-- The hardness matrix is positive semidefinite. -/
theorem hardness_posSemidef (hK : K.PosSemidef) (hχ : (-χ).PosSemidef) (ρ : Matrix n m ℝ) :
    (hardness K χ ρ).PosSemidef := by
  have h := (screenedKernel_posSemidef hK hχ).conjTranspose_mul_mul_same ρ
  rw [Matrix.conjTranspose_eq_transpose_of_trivial] at h
  exact h
```

## When relaxation contributes nothing

For an occupation change \(c\), the frozen orbitals produce the potential \(K\rho c\). Under the same assumptions, the contribution \(c^T Rc\) vanishes exactly when the bare response \(\chi K\rho c\) to this potential vanishes.

One direction is immediate, because \(Rc\) contains the factor \(\chi K\rho c\). For the other, apply both difference formulas with zero as the first response and \(\chi\) as the second:

\[
K-W=-K\chi W,\qquad K-W=-W\chi W+W\chi K\chi W .
\]

Let \(u=W\rho c\) be the screened potential. Since \(-R=\rho^T(K-W)\rho\), the second formula gives

\[
-c^T Rc=u^T(-\chi)u+(\chi u)^T K(\chi u).
\]

Both terms are non-negative. If the left side is zero, then \(u^T(-\chi)u=0\), and hence \(\chi u=0\). The first formula now gives \((K-W)\rho c=-K\chi u=0\), so the bare potential \(K\rho c\) equals \(u\), and \(\chi K\rho c=\chi u=0\).

The matrix form of the decomposition is `hdec`, and `quad` evaluates its quadratic forms. The conclusions \(\chi u=0\) and \(K\rho c=u\) are `h4` and `h5`.

```lean
/-- The relaxation term vanishes for an occupation change `c` exactly when the bare response
to the potential `K ρ c` vanishes. -/
theorem relaxation_eq_zero_iff (hK : K.PosSemidef) (hχ : (-χ).PosSemidef)
    (ρ : Matrix n m ℝ) (c : m → ℝ) :
    c ⬝ᵥ relaxation K χ ρ *ᵥ c = 0 ↔ χ *ᵥ (K *ᵥ (ρ *ᵥ c)) = 0 := by
  constructor
  · intro h
    have hu := isUnit_one_sub hK hχ
    have hKW := screenedKernel_sub (K := K) (χ := 0) (χ' := χ) (by simp) hu
    have h2 := screenedKernel_sub_symm (K := K) (χ := 0) (χ' := χ) (by simp) hu
    have hsum := (hardness_eq_frozen_add_relaxation hK hχ ρ).2.1
    have hWt : (screenedKernel K χ)ᵀ = screenedKernel K χ := by
      rw [← Matrix.conjTranspose_eq_transpose_of_trivial]
      exact (screenedKernel_posSemidef hK hχ).isHermitian.eq
    have hχt : χᵀ = χ := by
      have e := hχ.isHermitian.eq
      rw [Matrix.conjTranspose_neg, Matrix.conjTranspose_eq_transpose_of_trivial] at e
      exact neg_inj.mp e
    rw [screenedKernel_zero, zero_sub] at hKW h2
    unfold hardness frozenHardness at hsum
    generalize screenedKernel K χ = W at hKW h2 hsum hWt
    have hdec : -relaxation K χ ρ =
        (W * ρ)ᵀ * (-χ) * (W * ρ) + (χ * (W * ρ))ᵀ * K * (χ * (W * ρ)) := by
      have e : -relaxation K χ ρ = ρᵀ * (K - W) * ρ := by
        rw [Matrix.mul_sub, Matrix.sub_mul, hsum]
        abel
      rw [e, h2]
      simp only [Matrix.transpose_mul, hWt, hχt, Matrix.mul_add, Matrix.add_mul,
        Matrix.mul_neg, Matrix.neg_mul, neg_neg, Matrix.mul_assoc]
    have quad : ∀ (B : Matrix n m ℝ) (M : Matrix n n ℝ),
        c ⬝ᵥ (Bᵀ * M * B) *ᵥ c = (B *ᵥ c) ⬝ᵥ M *ᵥ (B *ᵥ c) := by
      intro B M
      rw [← Matrix.mulVec_mulVec, ← Matrix.mulVec_mulVec, Matrix.dotProduct_mulVec,
        Matrix.vecMul_transpose]
    -- both contributions are nonnegative, so the polarisation energy vanishes
    have e := congrArg (fun M => c ⬝ᵥ M *ᵥ c) hdec
    beta_reduce at e
    rw [Matrix.neg_mulVec, dotProduct_neg, h, neg_zero, Matrix.add_mulVec, dotProduct_add,
      quad, quad] at e
    have p1 := hχ.dotProduct_mulVec_nonneg ((W * ρ) *ᵥ c)
    have p2 := hK.dotProduct_mulVec_nonneg ((χ * (W * ρ)) *ᵥ c)
    rw [star_trivial] at p1 p2
    have h4 := (hχ.dotProduct_mulVec_zero_iff ((W * ρ) *ᵥ c)).mp
      (by rw [star_trivial]; linarith)
    rw [Matrix.neg_mulVec, neg_eq_zero, ← Matrix.mulVec_mulVec] at h4
    -- hence screened and bare potentials coincide
    have h5 : (K - W) *ᵥ (ρ *ᵥ c) = 0 := by
      rw [hKW, ← Matrix.mulVec_mulVec, ← Matrix.mulVec_mulVec, Matrix.neg_mulVec, h4,
        neg_zero, Matrix.mulVec_zero]
    rw [Matrix.sub_mulVec, sub_eq_zero] at h5
    rw [h5]
    exact h4
  · intro h
    simp only [relaxation, ← Matrix.mulVec_mulVec, h, Matrix.mulVec_zero, dotProduct_zero]
```

## A single channel

With one density component and one orbital, let \(K=k\ge 0\), \(\chi=-a\le 0\) and \(\rho=q\). Then \(1-\chi K=1+ak\), which is positive, and

\[
\eta=\frac{kq^2}{1+ak},\qquad R=-\frac{ak^2q^2}{1+ak}.
\]

The frozen value \(kq^2\) is divided by the screening factor \(1+ak\). Lean states the formula for \(\eta\) in the form \(\eta(1+ak)=kq^2\), with `!![k]` for the one-by-one matrix and `0 0` selecting its only entry. The proof computes the matrix \(1-\chi K\) in `hm` and its inverse in `hinv`.

```lean
/-- For a single channel with kernel `k`, response `-a` and density `q`, the hardness times
`1 + a k` is the frozen value `k q²`. -/
theorem hardness_single_channel {k a : ℝ} (hk : 0 ≤ k) (ha : 0 ≤ a) (q : ℝ) :
    hardness !![k] !![-a] !![q] 0 0 * (1 + a * k) = k * q ^ 2 := by
  have hne : 1 + a * k ≠ 0 := by positivity
  have hm : (1 - !![-a] * !![k] : Matrix (Fin 1) (Fin 1) ℝ) = !![1 + a * k] := by
    ext i j
    fin_cases i
    fin_cases j
    simp
  have hinv : (!![1 + a * k] : Matrix (Fin 1) (Fin 1) ℝ)⁻¹ = !![(1 + a * k)⁻¹] := by
    apply Matrix.inv_eq_right_inv
    ext i j
    fin_cases i
    fin_cases j
    simp [Matrix.mul_apply, hne]
  rw [hardness, screenedKernel, hm, hinv]
  simp [Matrix.mul_apply]
  field_simp

end

end PseudopotentialHardness
```

```lean
#print axioms PseudopotentialHardness.hardness_eq_frozen_add_relaxation
#print axioms PseudopotentialHardness.hardness_posSemidef
#print axioms PseudopotentialHardness.relaxation_eq_zero_iff
#print axioms PseudopotentialHardness.hardness_single_channel
```

```
'PseudopotentialHardness.hardness_eq_frozen_add_relaxation' depends on axioms: [propext, Classical.choice, Quot.sound]
'PseudopotentialHardness.hardness_posSemidef' depends on axioms: [propext, Classical.choice, Quot.sound]
'PseudopotentialHardness.relaxation_eq_zero_iff' depends on axioms: [propext, Classical.choice, Quot.sound]
'PseudopotentialHardness.hardness_single_channel' depends on axioms: [propext, Classical.choice, Quot.sound]
```
